# Reweighting a bias of range $R$ keeps an efficiency of at least $1/\cosh^2(\beta R/2)$

After a simulation with a static bias potential, unbiased averages are recovered by giving each stored frame a weight and forming weighted means. Before those means are used, it is common to compute the effective sample size $(\sum_i w_i)^2/\sum_i w_i^2$ from the weights $w_i$ and compare it with the number of frames $N$. If the values of the bias lie in an interval of length $R$, the effective sample size divided by $N$ has a floor which depends only on $\beta R$, with $\beta = 1/k_BT$, and which can be computed before the run.

## Frames, weights and efficiency

Let $i$ run over a finite set of states, where state $i$ is sampled with probability $q_i$ and carries the bias $V_i$. The states may be configurations, with $q$ the biased Boltzmann distribution, or the $N$ stored frames themselves, with $q_i = 1/N$.

```lean
import Mathlib

open Real (exp cosh)

namespace BiasReweighting

noncomputable section

variable {ι : Type*} [Fintype ι]
```

The type `ι` is this set of states. The average of an observable $f$ over the sampled distribution is $\langle f\rangle = \sum_i q_i f_i$.

```lean
/-- The average of an observable `f` over the sampled distribution `q`. -/
def average (q f : ι → ℝ) : ℝ := ∑ i, q i * f i
```

The bias is added to the potential energy $U$, so sampling follows $e^{-\beta(U+V)}$. Multiplying by $w_i = e^{+\beta V_i}$ restores $e^{-\beta U}$ up to normalisation.

```lean
/-- The weight `exp (β V)` that removes the bias `V` from a sampled state. -/
def weight (β : ℝ) (V : ι → ℝ) (i : ι) : ℝ := exp (β * V i)
```

The efficiency is $\langle w\rangle^2/\langle w^2\rangle$. For $q_i = 1/N$ it equals $(\sum_i w_i)^2/(N\sum_i w_i^2)$, the effective sample size per frame. A constant factor in the weights cancels, so they need no normalisation.

```lean
/-- The reweighting efficiency `⟨w⟩² / ⟨w²⟩`, meant for a probability `q`. -/
def efficiency (q : ι → ℝ) (β : ℝ) (V : ι → ℝ) : ℝ :=
  average q (weight β V) ^ 2 / average q (fun i => weight β V i ^ 2)
```

These definitions accept any real functions; that $q$ is a probability enters through the hypotheses `hq` (no $q_i$ is negative) and `h1` (the $q_i$ sum to one). The parameter `β` may be any real number, which includes the physical case $\beta>0$.

The denominator is positive. Since $\sum_i q_i = 1$, some $q_i$ is nonzero and hence positive. That state contributes $q_i w_i^2 > 0$, and the others contribute nothing negative.

```lean
/-- The mean square weight is positive for every probability `q`. -/
theorem average_sq_weight_pos {q : ι → ℝ} (hq : ∀ i, 0 ≤ q i) (h1 : ∑ i, q i = 1)
    (β : ℝ) (V : ι → ℝ) : 0 < average q (fun i => weight β V i ^ 2) := by
  have hw : ∀ i, 0 < weight β V i := fun i => Real.exp_pos _
  -- some state is occupied, since the probabilities sum to one
  obtain ⟨i, _, hi⟩ := Finset.exists_ne_zero_of_sum_ne_zero
    (show ∑ i, q i ≠ 0 by rw [h1]; exact one_ne_zero)
  exact Finset.sum_pos' (fun j _ => mul_nonneg (hq j) (sq_nonneg _))
    ⟨i, Finset.mem_univ i, mul_pos (lt_of_le_of_ne (hq i) (Ne.symm hi)) (pow_pos (hw i) 2)⟩
```

## An identity for the first two moments

Take any constants $m$ and $M$. Expanding the product and using $\sum_i q_i = 1$ gives

$$\langle (w-m)(M-w)\rangle = (m+M)\langle w\rangle - \langle w^2\rangle - mM .$$

Multiply by $4mM$ and add the square

$$\big((m+M)\langle w\rangle - 2mM\big)^2 = (m+M)^2\langle w\rangle^2 - 4mM(m+M)\langle w\rangle + 4m^2M^2 .$$

The terms linear in $\langle w\rangle$ and the terms $4m^2M^2$ cancel, which leaves

$$(m+M)^2\langle w\rangle^2 - 4mM\langle w^2\rangle = \big((m+M)\langle w\rangle-2mM\big)^2 + 4mM\,\langle (w-m)(M-w)\rangle .$$

```lean
/-- For normalised `q` and any constants `m` and `M`, the first two moments of `w` obey an exact
identity involving a square and the average of `(w - m) (M - w)`. -/
theorem moment_identity {q : ι → ℝ} (h1 : ∑ i, q i = 1) (w : ι → ℝ) (m M : ℝ) :
    (m + M) ^ 2 * average q w ^ 2 - 4 * m * M * average q (fun i => w i ^ 2) =
      ((m + M) * average q w - 2 * m * M) ^ 2 +
        4 * m * M * average q (fun i => (w i - m) * (M - w i)) := by
  have h : average q (fun i => (w i - m) * (M - w i)) =
      (m + M) * average q w - average q (fun i => w i ^ 2) - m * M := by
    unfold average
    calc ∑ i, q i * ((w i - m) * (M - w i))
        = ∑ i, ((m + M) * (q i * w i) - q i * w i ^ 2 - m * M * q i) :=
          Finset.sum_congr rfl (fun i _ => by ring)
      _ = _ := by
          rw [Finset.sum_sub_distrib, Finset.sum_sub_distrib, ← Finset.mul_sum,
            ← Finset.mul_sum, h1, mul_one]
  rw [h]
  ring
```

The inner statement `h` is the first display, obtained by splitting the sum term by term. After it is substituted, `ring` does the cancellation.

## Weights at the ends of the bias interval

Let the bias lie in $[a, a+R]$, and set $m = e^{\beta a}$ and $M = e^{\beta(a+R)}$. Taking out the factor at the midpoint,

$$m+M = e^{\beta(a+R/2)}\big(e^{-\beta R/2}+e^{\beta R/2}\big) = 2\,e^{\beta(a+R/2)}\cosh(\beta R/2).$$

Since $e^{2\beta(a+R/2)} = mM$, squaring gives $(m+M)^2 = 4mM\cosh^2(\beta R/2)$.

```lean
/-- The weights at the two ends of a bias interval of length `R` are related through
`cosh (β R / 2)`. -/
theorem edge_weights (β a R : ℝ) :
    (exp (β * a) + exp (β * (a + R))) ^ 2 =
      4 * exp (β * a) * exp (β * (a + R)) * cosh (β * R / 2) ^ 2 := by
  have hM : exp (β * (a + R)) = exp (β * a) * exp (β * R / 2) ^ 2 := by
    rw [sq, ← Real.exp_add, ← Real.exp_add]
    congr 1
    ring
  have hxy : exp (β * R / 2) * exp (-(β * R / 2)) = 1 := by
    rw [← Real.exp_add, add_neg_cancel, Real.exp_zero]
  rw [Real.cosh_eq, hM]
  linear_combination (-(exp (β * a) ^ 2 * (1 + 2 * exp (β * R / 2) ^ 2 +
    exp (β * R / 2) * exp (-(β * R / 2))))) * hxy
```

The Lean proof writes $M = m\,x^2$ with $x = e^{\beta R/2}$. What remains is a polynomial identity that holds because $x\,e^{-\beta R/2} = 1$, and `linear_combination` is given the right multiple of that relation.

For $\beta \ge 0$ the exponential preserves order, so $m \le w_i \le M$ and both factors of $(w_i-m)(M-w_i)$ are nonnegative. For $\beta \le 0$ the order is reversed: $m$ is now the larger weight, both factors are nonpositive, and the product is again nonnegative.

```lean
omit [Fintype ι] in
/-- If the bias of a state lies in `[a, a + R]`, its weight lies between the weights at the two
ends, expressed as a nonnegative product. -/
theorem weight_between {β a R : ℝ} {V : ι → ℝ} {i : ι} (hV : V i ∈ Set.Icc a (a + R)) :
    0 ≤ (weight β V i - exp (β * a)) * (exp (β * (a + R)) - weight β V i) := by
  obtain ⟨hl, hu⟩ := hV
  unfold weight
  rcases le_total 0 β with h | h
  · exact mul_nonneg
      (sub_nonneg.2 (Real.exp_le_exp.2 (mul_le_mul_of_nonneg_left hl h)))
      (sub_nonneg.2 (Real.exp_le_exp.2 (mul_le_mul_of_nonneg_left hu h)))
  · -- for negative `β` both factors change sign
    have h1 : exp (β * V i) ≤ exp (β * a) := Real.exp_le_exp.2 (by nlinarith)
    have h2 : exp (β * (a + R)) ≤ exp (β * V i) := Real.exp_le_exp.2 (by nlinarith)
    nlinarith [mul_nonneg (sub_nonneg.2 h1) (sub_nonneg.2 h2)]
```

## The floor on the efficiency

Inserting the end weights into the moment identity gives

$$4mM\big(\cosh^2(\beta R/2)\,\langle w\rangle^2 - \langle w^2\rangle\big) = \big((m+M)\langle w\rangle-2mM\big)^2 + 4mM\,\langle (w-m)(M-w)\rangle \ge 0 .$$

Since $4mM>0$, the bracket on the left is nonnegative. Dividing by the positive quantities $\langle w^2\rangle$ and $\cosh^2(\beta R/2)$,

$$\frac{\langle w\rangle^2}{\langle w^2\rangle} \ge \frac{1}{\cosh^2(\beta R/2)} .$$

```lean
/-- For a probability `q` and a bias with values in an interval of length `R`, the reweighting
efficiency is at least `1 / cosh² (β R / 2)`. -/
theorem efficiency_bound {q V : ι → ℝ} {β a R : ℝ} (hq : ∀ i, 0 ≤ q i)
    (h1 : ∑ i, q i = 1) (hV : ∀ i, V i ∈ Set.Icc a (a + R)) :
    1 / cosh (β * R / 2) ^ 2 ≤ efficiency q β V := by
  have hid := moment_identity h1 (weight β V) (exp (β * a)) (exp (β * (a + R)))
  rw [edge_weights] at hid
  have hD : 0 ≤ average q
      (fun i => (weight β V i - exp (β * a)) * (exp (β * (a + R)) - weight β V i)) :=
    Finset.sum_nonneg (fun i _ => mul_nonneg (hq i) (weight_between (hV i)))
  have hp : 0 < 4 * exp (β * a) * exp (β * (a + R)) := by positivity
  have hgap : 0 ≤ 4 * exp (β * a) * exp (β * (a + R)) *
      (average q (weight β V) ^ 2 * cosh (β * R / 2) ^ 2 -
        average q (fun i => weight β V i ^ 2)) := by
    linarith [mul_nonneg hp.le hD, sq_nonneg ((exp (β * a) + exp (β * (a + R))) *
      average q (weight β V) - 2 * exp (β * a) * exp (β * (a + R)))]
  have hle := (mul_nonneg_iff_of_pos_left hp).1 hgap
  rw [efficiency, div_le_div_iff₀ (pow_pos (Real.cosh_pos _) 2)
    (average_sq_weight_pos hq h1 β V)]
  linarith
```

The hypothesis `hV` says that every bias value lies in $[a,a+R]$. In the proof, `hid` is the identity with the end weights inserted, `hD` the sign of the last average, and `hgap` the displayed inequality.

For $R=0$ the bias is constant and the floor is $1$: a uniform shift of the energy costs nothing. For large $\beta R>0$ the floor behaves like $4e^{-\beta R}$, so each further $k_BT$ of range lowers it by about a factor $e$.

In simulation practice, the theorem bounds the loss from uneven weights for a static bias of known range. Reading $N$ times the efficiency as a number of independent frames is a further step. It needs frames that are uncorrelated in time, and even then it is a rule of thumb, because the statistical error of a weighted mean also depends on how the observable varies with the weights.

## When the floor is reached

Let $\beta\neq 0$. Equality makes the left side of the last identity zero, so both nonnegative terms on the right vanish. The average $\langle (w-m)(M-w)\rangle$ is a sum of nonnegative terms, so each occupied state has $w_i = m$ or $w_i = M$, which means $V_i = a$ or $V_i = a+R$. The square gives

$$\langle w\rangle = \frac{2mM}{m+M},$$

the harmonic mean of the end weights. Conversely, these two conditions make the right side zero, and equality follows.

```lean
/-- For a probability `q`, a bias in `[a, a + R]` and `β ≠ 0`, the bound is attained exactly when
all occupied states have their bias at an end of the interval and the mean weight is the harmonic
mean of the two end weights. -/
theorem efficiency_eq_iff {q V : ι → ℝ} {β a R : ℝ} (hq : ∀ i, 0 ≤ q i)
    (h1 : ∑ i, q i = 1) (hV : ∀ i, V i ∈ Set.Icc a (a + R)) (hβ : β ≠ 0) :
    efficiency q β V = 1 / cosh (β * R / 2) ^ 2 ↔
      (∀ i, q i ≠ 0 → V i = a ∨ V i = a + R) ∧
      (exp (β * a) + exp (β * (a + R))) * average q (weight β V) =
        2 * exp (β * a) * exp (β * (a + R)) := by
  have hid := moment_identity h1 (weight β V) (exp (β * a)) (exp (β * (a + R)))
  rw [edge_weights] at hid
  have hn : ∀ i ∈ Finset.univ, 0 ≤ q i *
      ((weight β V i - exp (β * a)) * (exp (β * (a + R)) - weight β V i)) :=
    fun i _ => mul_nonneg (hq i) (weight_between (hV i))
  have hD := Finset.sum_nonneg hn
  have hp : 0 < 4 * exp (β * a) * exp (β * (a + R)) := by positivity
  rw [efficiency, div_eq_div_iff (average_sq_weight_pos hq h1 β V).ne'
    (pow_pos (Real.cosh_pos _) 2).ne']
  unfold average at hid ⊢
  constructor
  · intro h
    -- equality forces both nonnegative terms of the identity to vanish
    have hz := mul_nonneg hp.le hD
    have hs := sq_nonneg ((exp (β * a) + exp (β * (a + R))) *
      (∑ i, q i * weight β V i) - 2 * exp (β * a) * exp (β * (a + R)))
    have h0 := congrArg (fun t => 4 * exp (β * a) * exp (β * (a + R)) * t) h
    dsimp only at h0
    have hD0 := (mul_eq_zero.1 (le_antisymm (by linarith) hz)).resolve_left hp.ne'
    refine ⟨fun i hi => ?_, sub_eq_zero.1 (pow_eq_zero_iff two_ne_zero |>.1
      (le_antisymm (by linarith) hs))⟩
    have hi0 := (Finset.sum_eq_zero_iff_of_nonneg hn).1 hD0 i (Finset.mem_univ i)
    rcases mul_eq_zero.1 ((mul_eq_zero.1 hi0).resolve_left hi) with h' | h'
    · exact Or.inl (mul_left_cancel₀ hβ (Real.exp_injective (sub_eq_zero.1 h')))
    · exact Or.inr (mul_left_cancel₀ hβ (Real.exp_injective (sub_eq_zero.1 h')).symm)
  · rintro ⟨hends, hmean⟩
    have hD0 : ∑ i, q i *
        ((weight β V i - exp (β * a)) * (exp (β * (a + R)) - weight β V i)) = 0 := by
      refine Finset.sum_eq_zero (fun i _ => ?_)
      by_cases hi : q i = 0
      · rw [hi, zero_mul]
      · rcases hends i hi with h | h <;> simp [weight, h]
    rw [hD0, hmean] at hid
    apply mul_left_cancel₀ hp.ne'
    linear_combination hid
```

"Occupied" is expressed by `q i ≠ 0`. The forward direction extracts the two vanishing terms, then uses that the exponential is injective and cancels $\beta$. At $\beta=0$ all weights are $1$ and equality always holds, so the stated equivalence fails there as soon as an occupied state has its bias strictly inside the interval.

## Two states that reach it

Take two states with biases $0$ and $R$, and write $M = e^{\beta R}$. The weights are $1$ and $M$, and the sampled probabilities are chosen as

$$q_0 = \frac{M}{1+M}, \qquad q_1 = \frac{1}{1+M}.$$

```lean
/-- Two-state probabilities proportional to `exp (β R)` and `1`. -/
def twoStateProb (β R : ℝ) : Fin 2 → ℝ :=
  ![exp (β * R) / (1 + exp (β * R)), 1 / (1 + exp (β * R))]

/-- A two-state bias with values `0` and `R`. -/
def twoStateBias (R : ℝ) : Fin 2 → ℝ := ![0, R]
```

The moments are

$$\langle w\rangle = \frac{M + M}{1+M} = \frac{2M}{1+M}, \qquad \langle w^2\rangle = \frac{M+M^2}{1+M} = M .$$

The efficiency is therefore $4M/(1+M)^2$. The relation between the end weights, taken at $a=0$, reads $(1+M)^2 = 4M\cosh^2(\beta R/2)$, so this equals $1/\cosh^2(\beta R/2)$.

```lean
/-- For every `R ≥ 0`, the two-state example is a probability with bias in `[0, R]`, and its
efficiency equals `1 / cosh² (β R / 2)`. -/
theorem two_state_attains (β : ℝ) {R : ℝ} (hR : 0 ≤ R) :
    (∀ i, 0 ≤ twoStateProb β R i) ∧ ∑ i, twoStateProb β R i = 1 ∧
      (∀ i, twoStateBias R i ∈ Set.Icc 0 R) ∧
      efficiency (twoStateProb β R) β (twoStateBias R) = 1 / cosh (β * R / 2) ^ 2 := by
  have hM : 0 < exp (β * R) := Real.exp_pos _
  have hne : 1 + exp (β * R) ≠ 0 := by positivity
  refine ⟨?_, ?_, ?_, ?_⟩
  · intro i
    fin_cases i
    · change 0 ≤ exp (β * R) / (1 + exp (β * R))
      positivity
    · change 0 ≤ 1 / (1 + exp (β * R))
      positivity
  · rw [Fin.sum_univ_two]
    change exp (β * R) / (1 + exp (β * R)) + 1 / (1 + exp (β * R)) = 1
    rw [← add_div, add_comm, div_self hne]
  · intro i
    fin_cases i
    · exact ⟨le_refl 0, hR⟩
    · exact ⟨hR, le_refl R⟩
  · -- the first two moments of the weight
    have hμ : average (twoStateProb β R) (weight β (twoStateBias R)) =
        2 * exp (β * R) / (1 + exp (β * R)) := by
      simp only [average, weight, twoStateProb, twoStateBias, Fin.sum_univ_two,
        Matrix.cons_val_zero, Matrix.cons_val_one, mul_zero, Real.exp_zero]
      ring
    have hS : average (twoStateProb β R) (fun i => weight β (twoStateBias R) i ^ 2) =
        exp (β * R) := by
      have h : average (twoStateProb β R) (fun i => weight β (twoStateBias R) i ^ 2) =
          (exp (β * R) + exp (β * R) ^ 2) / (1 + exp (β * R)) := by
        simp only [average, weight, twoStateProb, twoStateBias, Fin.sum_univ_two,
          Matrix.cons_val_zero, Matrix.cons_val_one, mul_zero, Real.exp_zero]
        ring
      rw [h, div_eq_iff hne]
      ring
    have hc := edge_weights β 0 R
    simp only [mul_zero, Real.exp_zero, zero_add] at hc
    rw [efficiency, hμ, hS, div_pow, div_div, div_eq_div_iff
      (mul_ne_zero (pow_ne_zero 2 hne) hM.ne') (pow_pos (Real.cosh_pos _) 2).ne']
    linear_combination (-exp (β * R)) * hc
```

The theorem holds for every $R\ge 0$ and every real $\beta$. Its four parts say that the $q_i$ are nonnegative, that they sum to one, that the bias lies in $[0,R]$, and that the efficiency has the stated value. In the proof, `hμ` and `hS` are the two moments. Physically, $q_0w_0 = q_1w_1$: the two states are equally populated without the bias, but the biased run visits one of them $e^{\beta R}$ times as often as the other.

For numbers, choose $\beta R = \ln 9$, a range of about $2.2\,k_BT$. Then $q = (0.9,\,0.1)$ and $w = (1,\,9)$, so $\langle w\rangle = 0.9+0.9 = 1.8$ and $\langle w^2\rangle = 0.9+8.1 = 9$. The efficiency is $3.24/9 = 0.36$. The formula agrees: $\cosh(\ln 3) = \tfrac12(3+\tfrac13) = \tfrac53$, and $1/(5/3)^2 = 0.36$. A thousand uncorrelated frames with these frequencies have an effective sample size of 360.

## A Gaussian estimate

A simpler but weaker floor follows from $\cosh x \le e^{x^2/2}$. Comparing the series

$$\cosh x = \sum_{n\ge0} \frac{x^{2n}}{(2n)!}, \qquad e^{x^2/2} = \sum_{n\ge0}\frac{x^{2n}}{2^n\,n!}$$

term by term proves this, because $(2n)! \ge 2^n\,n!$. With $x = \beta R/2$, squaring gives $\cosh^2(\beta R/2) \le e^{(\beta R)^2/4}$. Taking reciprocals and using the floor above,

$$\frac{\langle w\rangle^2}{\langle w^2\rangle} \ge e^{-(\beta R)^2/4} .$$

```lean
/-- For a probability `q` and a bias with values in an interval of length `R`, the efficiency is
at least `exp (-(β R)² / 4)`. -/
theorem efficiency_gaussian_bound {q V : ι → ℝ} {β a R : ℝ} (hq : ∀ i, 0 ≤ q i)
    (h1 : ∑ i, q i = 1) (hV : ∀ i, V i ∈ Set.Icc a (a + R)) :
    exp (-((β * R) ^ 2 / 4)) ≤ efficiency q β V := by
  have hc : cosh (β * R / 2) ^ 2 ≤ exp ((β * R) ^ 2 / 4) := by
    calc cosh (β * R / 2) ^ 2 ≤ exp ((β * R / 2) ^ 2 / 2) ^ 2 :=
          pow_le_pow_left₀ (Real.cosh_pos _).le (Real.cosh_le_exp_half_sq _) 2
      _ = exp ((β * R) ^ 2 / 4) := by
          rw [pow_two (exp _), ← Real.exp_add]
          congr 1
          ring
  refine le_trans ?_ (efficiency_bound hq h1 hV)
  rw [Real.exp_neg, ← one_div]
  exact one_div_le_one_div_of_le (pow_pos (Real.cosh_pos _) 2) hc

end

end BiasReweighting
```

Mathlib supplies the inequality for $\cosh$ as `Real.cosh_le_exp_half_sq`; the `calc` block squares it, and the last lines take reciprocals. For small $\beta R$ both floors are close to $1-(\beta R)^2/4$. At $\beta R = \ln 9$ the Gaussian one gives about $0.30$ instead of $0.36$, and for large $\beta R$ it is far too pessimistic.

```lean
#print axioms BiasReweighting.efficiency_bound
#print axioms BiasReweighting.efficiency_eq_iff
#print axioms BiasReweighting.two_state_attains
#print axioms BiasReweighting.efficiency_gaussian_bound
```

```
'BiasReweighting.efficiency_bound' depends on axioms: [propext, Classical.choice, Quot.sound]
'BiasReweighting.efficiency_eq_iff' depends on axioms: [propext, Classical.choice, Quot.sound]
'BiasReweighting.two_state_attains' depends on axioms: [propext, Classical.choice, Quot.sound]
'BiasReweighting.efficiency_gaussian_bound' depends on axioms: [propext, Classical.choice, Quot.sound]
```
